# A spurious gap at 10 < L < 12 for −u″ = Lu on a line of unit quadratic elements

When a code sets the element length \(h\) of a uniform one-dimensional mesh, it also decides which free-particle energies the mesh can carry as travelling waves. For \(-u''=\lambda u\) with quadratic C0 elements and the consistent mass matrix, no such wave exists for \(10/h^2<\lambda<12/h^2\), although the differential equation has one at every \(\lambda>0\).

Stiffness scales as \(1/h\) and mass as \(h\), so only \(L=h^2\lambda\) matters, and the rest of the note takes \(h=1\). Let \(t\) be the real Bloch phase across one element, and let \(K(t)\) and \(M(t)\) be the Bloch stiffness and mass matrices derived below. Then

\[
\det\bigl(K(t)-L\,M(t)\bigr)=\tfrac{2}{45}\bigl[3L^2-104L+240-\cos t\,(L^2+16L+240)\bigr].
\]

For real \(L\), this vanishes at some real \(t\) exactly when \(0\le L\le 10\) or \(12\le L\le 60\). At \(t=\pi\) the roots are exactly 10 and 12.

## Where a mesh meets the gap

With the kinetic energy operator \(-\tfrac12\,d^2/dx^2\), the gap lies at \(5/h^2<E<6/h^2\) for a free particle on a uniform mesh. Its lower edge corresponds to about one element per half wavelength. States that are meant to be accurate usually sit well below it, but a full diagonalisation or a wave packet with high-momentum components can reach it. A hole in the computed density of states at these energies then comes from the mesh.

## From element integrals to two bands

Number the left end, midpoint and right end of the element 0, 1, 2. The shape functions on \([0,1]\) are

\[
N_0=1-3x+2x^2,\qquad N_1=4x-4x^2,\qquad N_2=-x+2x^2,
\]

with derivatives \(-3+4x\), \(4-8x\) and \(-1+4x\). The stiffness integrals \(\int_0^1 N_i'N_j'\,dx\) include

\[
\begin{aligned}
\int_0^1(9-24x+16x^2)\,dx&=\tfrac73, & \int_0^1(-12+40x-32x^2)\,dx&=-\tfrac83,\\
\int_0^1(3-16x+16x^2)\,dx&=\tfrac13, & \int_0^1(16-64x+64x^2)\,dx&=\tfrac{16}3
\end{aligned}
\]

for \((i,j)=(0,0),(0,1),(0,2),(1,1)\). The mass integrals \(\int_0^1 N_iN_j\,dx\) for the same pairs are

\[
\begin{aligned}
\int_0^1(1-6x+13x^2-12x^3+4x^4)\,dx&=\tfrac4{30}, & \int_0^1(4x-16x^2+20x^3-8x^4)\,dx&=\tfrac2{30},\\
\int_0^1(-x+5x^2-8x^3+4x^4)\,dx&=-\tfrac1{30}, & \int_0^1(16x^2-32x^3+16x^4)\,dx&=\tfrac{16}{30}.
\end{aligned}
\]

Symmetry and the reflection \(x\to1-x\) give the other entries. Both matrices have the form

\[
A=\begin{pmatrix}a&b&c\\ b&d&b\\ c&b&a\end{pmatrix}.
\]

In a Bloch state the right end carries \(e^{it}\) times the left end value, so the three nodal values are \(P\) applied to the left-end and midpoint amplitudes, where

\[
P=\begin{pmatrix}1&0\\0&1\\e^{it}&0\end{pmatrix},\qquad
P^\dagger AP=\begin{pmatrix}2a+2c\cos t&b(1+e^{-it})\\ b(1+e^{it})&d\end{pmatrix}.
\]

The factor \(P^\dagger\) adds the two element contributions to the equation of a shared end node with the right phase. Inserting the integrals gives

\[
K(t)=\tfrac13\begin{pmatrix}14+2\cos t&-8(1+e^{-it})\\-8(1+e^{it})&16\end{pmatrix},\quad
M(t)=\tfrac1{30}\begin{pmatrix}8-2\cos t&2(1+e^{-it})\\2(1+e^{it})&16\end{pmatrix}.
\]

Write \(c_t=\cos t\). Since \((1+e^{it})(1+e^{-it})=2+2c_t\), the determinant is

\[
\tfrac{8}{225}(70-4L+c_t(10+L))(10-L)-\tfrac{2}{225}(1+c_t)(40+L)^2,
\]

and collecting powers of \(L\) gives the formula at the top.

Set \(R=3L^2-104L+240\) and \(Q=L^2+16L+240=(L+8)^2+176>0\). A root means \(R=c_tQ\). Adding \(Q\) to both sides, or subtracting both sides from \(Q\), gives

\[
4(L-10)(L-12)=(1+c_t)Q\ge0,\qquad 2L(60-L)=(1-c_t)Q\ge0.
\]

The second inequality confines \(L\) to \([0,60]\), and the first removes \(10<L<12\). Conversely, if both products on the left are nonnegative, then \(-1\le R/Q\le1\), and \(t=\arccos(R/Q)\) is a phase at which the determinant vanishes. At \(t=\pi\) the condition is \((L-10)(L-12)=0\).

In the continuum, \(u=e^{i\sqrt L\,x}\) satisfies \(-u''=Lu\) and \(u(x+1)=e^{i\sqrt L}u(x)\) for every \(L\ge0\). This is why the gap is spurious.

A periodic ring of two elements is the smallest ring that shows both edges. It allows \(t=0\) and \(t=\pi\), with discrete levels 0, 60, 10 and 12. The exact ring has a doubly degenerate level at \(\pi^2\approx9.87\), which the mesh splits into 10 (only midpoints move) and 12 (only end nodes move).

The strict upper bound on \(L\) matters. At \(L=12\) and \(t=\pi\), the mode with end values of alternating sign and zero midpoints has stiffness 4 and mass \(1/3\) per cell, so the determinant vanishes.

## Lean source for the elements, bands and gap

```lean
import Mathlib

open Matrix

namespace QuadraticElementGap

noncomputable section

/-- The three quadratic Lagrange shape functions on the unit element, belonging to the
left end, the midpoint and the right end. -/
def shape (i : Fin 3) (x : ℝ) : ℝ :=
  ![(1 - x) * (1 - 2 * x), 4 * x * (1 - x), x * (2 * x - 1)] i

/-- Monomial coefficients of the shape functions, one row for each node. -/
def coef : Matrix (Fin 3) (Fin 3) ℝ := !![1, -3, 2; 0, 4, -4; 0, -1, 2]

/-- Element stiffness matrix: integrals of products of shape-function derivatives. -/
def elemK : Matrix (Fin 3) (Fin 3) ℝ :=
  Matrix.of fun i j => ∫ x in (0 : ℝ)..1, deriv (shape i) x * deriv (shape j) x

/-- Element mass matrix: overlap integrals of the shape functions. -/
def elemM : Matrix (Fin 3) (Fin 3) ℝ :=
  Matrix.of fun i j => ∫ x in (0 : ℝ)..1, shape i x * shape j x

/-- The Bloch condition: the right end node carries the left end value times `exp (i t)`. -/
def blochMap (t : ℝ) : Matrix (Fin 3) (Fin 2) ℂ :=
  !![1, 0; 0, 1; Complex.exp (t * Complex.I), 0]

/-- Reduction of an element matrix to the end-node and midpoint amplitudes of one cell. -/
def bloch (A : Matrix (Fin 3) (Fin 3) ℝ) (t : ℝ) : Matrix (Fin 2) (Fin 2) ℂ :=
  (blochMap t)ᴴ * A.map (fun x => (x : ℂ)) * blochMap t

/-- The secular determinant `det (K(t) - L M(t))` at Bloch phase `t`. -/
def secular (L t : ℝ) : ℂ := (bloch elemK t - (L : ℂ) • bloch elemM t).det

/-- The plane wave `exp (i k x)`. -/
def planeWave (k x : ℝ) : ℂ := Complex.exp (k * x * Complex.I)

/-- Each shape function is the quadratic polynomial with the tabulated coefficients. -/
theorem shape_eq (i : Fin 3) (x : ℝ) :
    shape i x = coef i 0 + coef i 1 * x + coef i 2 * x ^ 2 := by
  fin_cases i <;> simp [shape, coef] <;> ring

/-- The integral over the unit element of a product of two quadratic polynomials. -/
theorem integral_quad_mul (a b c a' b' c' : ℝ) :
    ∫ x in (0 : ℝ)..1, (a + b * x + c * x ^ 2) * (a' + b' * x + c' * x ^ 2) =
      a * a' + (a * b' + b * a') / 2 + (a * c' + b * b' + c * a') / 3
        + (b * c' + c * b') / 4 + c * c' / 5 := by
  have key : ∀ x ∈ Set.uIcc (0 : ℝ) 1, HasDerivAt
      (fun y : ℝ => a * a' * y + (a * b' + b * a') / 2 * y ^ 2
        + (a * c' + b * b' + c * a') / 3 * y ^ 3
        + (b * c' + c * b') / 4 * y ^ 4 + c * c' / 5 * y ^ 5)
      ((a + b * x + c * x ^ 2) * (a' + b' * x + c' * x ^ 2)) x := by
    intro x _
    exact ((((((hasDerivAt_id' x).const_mul (a * a')).fun_add
      ((hasDerivAt_pow 2 x).const_mul ((a * b' + b * a') / 2))).fun_add
      ((hasDerivAt_pow 3 x).const_mul ((a * c' + b * b' + c * a') / 3))).fun_add
      ((hasDerivAt_pow 4 x).const_mul ((b * c' + c * b') / 4))).fun_add
      ((hasDerivAt_pow 5 x).const_mul (c * c' / 5))).congr_deriv (by ring)
  rw [intervalIntegral.integral_eq_sub_of_hasDerivAt key
    (Continuous.intervalIntegrable (by fun_prop) _ _)]
  ring

/-- The element matrices of the quadratic element, evaluated. -/
theorem element_matrices :
    elemK = !![7/3, -8/3, 1/3; -8/3, 16/3, -8/3; 1/3, -8/3, 7/3] ∧
    elemM = !![4/30, 2/30, -1/30; 2/30, 16/30, 2/30; -1/30, 2/30, 4/30] := by
  have hd (i : Fin 3) (x : ℝ) :
      deriv (shape i) x = coef i 1 + 2 * coef i 2 * x + 0 * x ^ 2 := by
    have h : HasDerivAt (fun y : ℝ => coef i 0 + coef i 1 * y + coef i 2 * y ^ 2)
        (coef i 1 + 2 * coef i 2 * x + 0 * x ^ 2) x :=
      ((((hasDerivAt_id' x).const_mul (coef i 1)).const_add (coef i 0)).fun_add
        ((hasDerivAt_pow 2 x).const_mul (coef i 2))).congr_deriv (by ring)
    rw [funext (shape_eq i)]
    exact h.deriv
  constructor
  · ext i j
    simp only [elemK, Matrix.of_apply, hd, integral_quad_mul]
    fin_cases i <;> fin_cases j <;> simp [coef] <;> norm_num
  · ext i j
    simp only [elemM, Matrix.of_apply, shape_eq, integral_quad_mul]
    fin_cases i <;> fin_cases j <;> simp [coef] <;> norm_num

/-- Bloch reduction of an element matrix that is symmetric and invariant under reflection
of the element. -/
theorem bloch_symm (a b c d t : ℝ) :
    bloch !![a, b, c; b, d, b; c, b, a] t =
      !![2 * a + 2 * c * Complex.cos t, b * (1 + Complex.exp (-(t * Complex.I)));
         b * (1 + Complex.exp (t * Complex.I)), (d : ℂ)] := by
  have hc : (starRingEnd ℂ) (Complex.exp (t * Complex.I)) =
      Complex.exp (-(t * Complex.I)) := by
    rw [← Complex.exp_conj]; simp
  have h1 : Complex.exp (-(t * Complex.I)) * Complex.exp (t * Complex.I) = 1 := by
    rw [← Complex.exp_add]; simp
  have h2 : 2 * Complex.cos t =
      Complex.exp (t * Complex.I) + Complex.exp (-(t * Complex.I)) := by
    rw [Complex.cos, neg_mul]; ring
  have hP : (blochMap t)ᴴ = !![1, 0, Complex.exp (-(t * Complex.I)); 0, 1, 0] := by
    ext i j
    fin_cases i <;> fin_cases j <;> simp [blochMap, hc]
  rw [bloch, hP, blochMap]
  generalize Complex.exp (t * Complex.I) = p at *
  generalize Complex.exp (-(t * Complex.I)) = q at *
  ext i j
  -- write the triple product as sums of entries before choosing the indices
  simp only [Matrix.mul_apply, Fin.sum_univ_three, Matrix.map_apply]
  fin_cases i <;> fin_cases j
  · simp
    linear_combination (a : ℂ) * h1 - (c : ℂ) * h2
  · simp
    ring
  · simp
    ring
  · simp

/-- The Bloch stiffness and mass matrices `K(t)` and `M(t)` of quadratic elements. -/
theorem bloch_matrices (t : ℝ) :
    bloch elemK t = (1 / 3 : ℂ) •
      !![14 + 2 * Complex.cos t, -8 * (1 + Complex.exp (-(t * Complex.I)));
         -8 * (1 + Complex.exp (t * Complex.I)), 16] ∧
    bloch elemM t = (1 / 30 : ℂ) •
      !![8 - 2 * Complex.cos t, 2 * (1 + Complex.exp (-(t * Complex.I)));
         2 * (1 + Complex.exp (t * Complex.I)), 16] := by
  rw [element_matrices.1, element_matrices.2, bloch_symm, bloch_symm]
  constructor <;> ext i j <;> fin_cases i <;> fin_cases j <;> simp <;> ring

/-- The secular determinant is real and depends on the Bloch phase only through `cos t`. -/
theorem secular_eq (L t : ℝ) :
    secular L t = ((2 / 45 * (3 * L ^ 2 - 104 * L + 240
      - Real.cos t * (L ^ 2 + 16 * L + 240)) : ℝ) : ℂ) := by
  have h1 : Complex.exp (-(t * Complex.I)) * Complex.exp (t * Complex.I) = 1 := by
    rw [← Complex.exp_add]; simp
  have h2 : 2 * Complex.cos t =
      Complex.exp (t * Complex.I) + Complex.exp (-(t * Complex.I)) := by
    rw [Complex.cos, neg_mul]; ring
  rw [secular, (bloch_matrices t).1, (bloch_matrices t).2]
  simp only [Matrix.det_fin_two, Matrix.sub_apply, Matrix.smul_apply, Matrix.of_apply,
    Matrix.cons_val', Matrix.cons_val_zero, Matrix.cons_val_one, Matrix.cons_val_fin_one,
    smul_eq_mul]
  push_cast
  linear_combination (-(8 / 3 + (L : ℂ) / 15) ^ 2) * (h1 - h2)

/-- The secular determinant vanishes at some real Bloch phase exactly when `L` lies in the band from
0 to 10 or in the band from 12 to 60. -/
theorem bands (L : ℝ) :
    (∃ t : ℝ, secular L t = 0) ↔ (0 ≤ L ∧ L ≤ 10) ∨ (12 ≤ L ∧ L ≤ 60) := by
  have hQ : 0 < L ^ 2 + 16 * L + 240 := by nlinarith [sq_nonneg (L + 8)]
  constructor
  · rintro ⟨t, ht⟩
    rw [secular_eq, Complex.ofReal_eq_zero] at ht
    -- the bounds on the cosine become sign conditions on two quadratics in L
    have A : 0 ≤ (L - 10) * (L - 12) := by
      nlinarith [mul_nonneg (by linarith [Real.neg_one_le_cos t] : 0 ≤ 1 + Real.cos t) hQ.le]
    have B : 0 ≤ L * (60 - L) := by
      nlinarith [mul_nonneg (by linarith [Real.cos_le_one t] : 0 ≤ 1 - Real.cos t) hQ.le]
    have h0 : 0 ≤ L := by
      by_contra h
      nlinarith
    have h60 : L ≤ 60 := by
      by_contra h
      nlinarith
    by_cases h10 : L ≤ 10
    · exact Or.inl ⟨h0, h10⟩
    · refine Or.inr ⟨?_, h60⟩
      by_contra h
      nlinarith
  · intro h
    have AB : 0 ≤ (L - 10) * (L - 12) ∧ 0 ≤ L * (60 - L) := by
      rcases h with ⟨h0, h1⟩ | ⟨h0, h1⟩
      · exact ⟨mul_nonneg_of_nonpos_of_nonpos (by linarith) (by linarith),
          mul_nonneg h0 (by linarith)⟩
      · exact ⟨mul_nonneg (by linarith) (by linarith),
          mul_nonneg (by linarith) (by linarith)⟩
    -- solve the dispersion relation for the Bloch phase
    refine ⟨Real.arccos ((3 * L ^ 2 - 104 * L + 240) / (L ^ 2 + 16 * L + 240)), ?_⟩
    rw [secular_eq, Complex.ofReal_eq_zero, Real.cos_arccos, div_mul_cancel₀ _ hQ.ne']
    · ring
    · rw [le_div_iff₀ hQ]
      nlinarith [AB.1]
    · rw [div_le_iff₀ hQ]
      nlinarith [AB.2]

/-- At Bloch phase `π` the secular determinant vanishes exactly for `L = 10` and `L = 12`. -/
theorem zone_boundary (L : ℝ) : secular L Real.pi = 0 ↔ L = 10 ∨ L = 12 := by
  rw [secular_eq, Complex.ofReal_eq_zero, Real.cos_pi]
  constructor
  · intro h
    have h' : (L - 10) * (L - 12) = 0 := by linarith
    rcases mul_eq_zero.mp h' with h | h
    · exact Or.inl (by linarith)
    · exact Or.inr (by linarith)
  · rintro (rfl | rfl) <;> norm_num

/-- For every `L ≥ 0` the plane wave of wavenumber `√L` solves `-u'' = L u` and acquires the
Bloch phase `√L` across a unit cell. -/
theorem continuum_solution (L : ℝ) (hL : 0 ≤ L) (x : ℝ) :
    -deriv (deriv (planeWave √L)) x = L * planeWave √L x ∧
    planeWave √L (x + 1) = Complex.exp (√L * Complex.I) * planeWave √L x := by
  have hd (y : ℝ) : HasDerivAt (planeWave √L)
      ((√L : ℂ) * Complex.I * planeWave √L y) y := by
    have h := (((hasDerivAt_id' y).ofReal_comp).const_mul (√L : ℂ)).mul_const Complex.I
    exact h.cexp.congr_deriv (by rw [planeWave]; push_cast; ring)
  have hk : (√L : ℂ) ^ 2 = L := by exact_mod_cast Real.sq_sqrt hL
  constructor
  · rw [funext fun y => (hd y).deriv, ((hd x).const_mul ((√L : ℂ) * Complex.I)).deriv]
    linear_combination (-(√L : ℂ) ^ 2 * planeWave √L x) * Complex.I_sq
      + planeWave √L x * hk
  · simp only [planeWave]
    rw [← Complex.exp_add]
    congr 1
    push_cast
    ring

/-- The spurious gap: for `10 < L < 12` the secular determinant vanishes at no real Bloch phase,
although a plane wave solves the continuum equation `-u'' = L u` with a real Bloch phase. -/
theorem spurious_gap (L : ℝ) (h10 : 10 < L) (h12 : L < 12) :
    (∀ t : ℝ, secular L t ≠ 0) ∧
    ∀ x : ℝ, -deriv (deriv (planeWave √L)) x = L * planeWave √L x ∧
      planeWave √L (x + 1) = Complex.exp (√L * Complex.I) * planeWave √L x := by
  refine ⟨fun t ht => ?_, continuum_solution L (by linarith)⟩
  rcases (bands L).1 ⟨t, ht⟩ with h | h
  · linarith [h.2]
  · linarith [h.1]

end

end QuadraticElementGap
```

```lean
#print axioms QuadraticElementGap.zone_boundary
#print axioms QuadraticElementGap.spurious_gap
```

```
'QuadraticElementGap.zone_boundary' depends on axioms: [propext, Classical.choice, Quot.sound]
'QuadraticElementGap.spurious_gap' depends on axioms: [propext, Classical.choice, Quot.sound]
```

## A uniform free-particle chain, from integrals to gap

The matrices `elemK` and `elemM` are defined as integrals over the unit element, and `element_matrices` evaluates them. `blochMap t` is \(P\), `bloch A t` is \(P^\dagger AP\), and `secular L t` is the determinant, with `L` and `t` real. `bloch_matrices` therefore derives \(K(t)\) and \(M(t)\) from the shape functions.

`bands` is the equivalence between a root at some real phase and membership of the two closed bands. `zone_boundary` gives the roots at \(t=\pi\). `spurious_gap` assumes `10 < L` and `L < 12`, and concludes that no real phase gives a root while `planeWave √L` solves the continuum equation at every point with the stated Bloch phase.

The proofs follow the derivation closely:

- `integral_quad_mul` integrates a product of two general quadratics through an explicit antiderivative. `shape_eq` supplies the coefficients, and `fin_cases` runs through the nine entries of each element matrix.
- `bloch_symm` treats the common form of \(A\). It and `secular_eq` use \(e^{-it}e^{it}=1\) and \(2\cos t=e^{it}+e^{-it}\), which `linear_combination` inserts with the right coefficients.
- In `bands`, `mul_nonneg` multiplies \(1\pm\cos t\ge0\) by \(Q\), and `nlinarith` combines the products with the determinant equation to obtain the two sign conditions. The converse supplies the arccosine as the phase.
- `continuum_solution` differentiates the plane wave twice and uses \(i^2=-1\) and \((\sqrt L)^2=L\). `spurious_gap` combines it with `bands`.

The Bloch ansatz enters as a definition: the file does not assemble the infinite chain and reduce it. Reading a zero determinant as a discrete mode is the usual linear algebra of \((K(t)-L\,M(t))v=0\) with \(v\ne0\). The model has no potential, equal elements, one dimension and consistent mass; a lumped mass matrix, a graded mesh or another polynomial degree needs its own determinant. The scaling with \(h\) and the two-element ring are short consequences worked out here in the text, not statements in the file.
